# A commutator that commutes with one factor is nilpotent: the Heisenberg centre in finite dimension

## Question

If $X$ and $Y$ are complex $n \times n$ matrices and their commutator $Z = XY - YX$ commutes with $X$, then $Z^n = 0$. Applied to the Heisenberg relations $[p,q] = z$, $[p,z] = [q,z] = 0$, this should mean that the central element $z$ acts nilpotently in every finite-dimensional representation, and acts as a scalar only if the scalar is zero or the space is. I know the trace argument against $[X,Y] = c\cdot 1$, but for a non-scalar $Z$ the single equation $\operatorname{tr} Z = 0$ does not give nilpotency. How does the general proof go, and how would one state and prove it in Lean 4 with Mathlib?

## Answer

### Modelling choices

The commutator $[X,Y] = XY - YX$ is `comm X Y`, defined in an arbitrary ring. The core argument runs in an associative complex algebra $A$ with unit (`[Ring A] [Algebra ℂ A]`), so that one proof serves both matrices and linear maps. Three Mathlib predicates carry the content. `Commute X (comm X Y)` is $XZ = ZX$ with $Z = [X,Y]$. `IsNilpotent` says that some power $Z^k$ vanishes. `IsAlgebraic ℂ X` says that $f(X) = 0$ for some nonzero complex polynomial $f$; this is the only place where finite dimension enters the core argument. The polynomial variable, `Polynomial.X` in Lean, is written $t$ below, the substitution $f(X)$ is `Polynomial.aeval X f`, and $f'$ is `Polynomial.derivative f`.

Matrices have type `Matrix n n ℂ` with a finite index type `n`, and their size, the number $n$ of the question, is `Fintype.card n`.

A representation is a complex Lie algebra $L$ acting on a complex vector space $V$ as a Lie module. The action of $a \in L$ on $v \in V$ is written with the same bracket as the product of $L$, and the operator $\rho(a)$ on $V$ is `LieModule.toEnd ℂ L V a`. The Heisenberg algebra is not constructed. The theorems take any three elements with `⁅p, q⁆ = z` and `⁅p, z⁆ = 0`, which covers each canonical pair of a Heisenberg algebra with several degrees of freedom; the relation $[q,z] = 0$ is never used. With $p$ the momentum and $q$ the position, quantum mechanics asks for $\rho(z) = -i\hbar \cdot 1$, and with $p$, $q$ the bosonic annihilation and creation operators it asks for $\rho(z) = 1$. No inner product appears, so the operators need not be Hermitian.

### Derivation by hand

Let $Z = [X,Y]$ and $XZ = ZX$. Then $Z$ and its powers commute with every $f(X)$.

*Step 1: $[f(X),Y] = f'(X)\,Z$ for every polynomial $f$.* For any $a \in A$,
$$[aX, Y] = aXY - YaX = a\,(XY - YX) + (aY - Ya)\,X = aZ + [a,Y]\,X .$$
Put $a = g(X)$ for a polynomial $g$ that already obeys the formula. Then
$$[g(X)X, Y] = g(X)Z + g'(X)ZX = \big(g'(X)X + g(X)\big)Z ,$$
where $ZX = XZ$ was used, and $g't + g$ is the derivative of $gt$. A constant commutes with $Y$ and has derivative zero, and both sides of the formula are additive in $f$. So the formula holds for constants, for all monomials, and for their sums.

*Step 2: if $f(X)Z^m = 0$ for some $m \ge 0$, then $f'(X)Z^{2m+1} = 0$.* Write $a = f(X)$ and $W = Z^m$. They commute, so $aW = 0$ gives $Wa = 0$ too, and
$$W[a,Y]W = (Wa)\,YW - WY\,(aW) = 0 .$$
By step 1 the left side is $Z^m f'(X) Z Z^m = f'(X) Z^{2m+1}$.

*Step 3: descent in the degree.* Start from a nonzero $f$ with $f(X) = 0$, that is, with $m = 0$. If $f$ has degree $d+1$ and leading coefficient $f_{d+1} \ne 0$, then $f'$ has the coefficient $(d+1) f_{d+1} \neq 0$ at $t^d$, so $f'$ is nonzero and of lower degree. Repeating step 2 ends at a nonzero constant $c$ with $cZ^m = 0$ for some $m$, and division by $c$ gives $Z^m = 0$.

*Step 4: matrices.* By Cayley–Hamilton, $X$ is annihilated by its characteristic polynomial, which is monic and hence nonzero, so $Z$ is nilpotent. All eigenvalues of a nilpotent matrix are zero, so the characteristic polynomial of $Z$ is $t^n$, and Cayley–Hamilton for $Z$ reads $Z^n = 0$. If $Z = c\cdot 1$, it commutes with $X$ automatically, so $c^n \cdot 1 = 0$, and for $n \ge 1$ this forces $c = 0$.

*Step 5: representations.* A representation obeys $\rho([a,b]) = [\rho(a), \rho(b)]$. Hence $[\rho(p),\rho(q)] = \rho(z)$ and $[\rho(p),\rho(z)] = 0$. On a finite-dimensional $V$ the operator $\rho(p)$ has a characteristic polynomial, and steps 1 to 3 give $\rho(z)^k = 0$ for some $k$. If $\rho(z)v = cv$ with $v \neq 0$, then $0 = \rho(z)^k v = c^k v$, which is impossible for $c \ne 0$.

### The Lean file

```lean
import Mathlib

open Matrix

namespace HeisenbergNilpotent

/-- The commutator `[X, Y] = XY - YX` of two operators. -/
def comm {A : Type*} [Ring A] (X Y : A) : A := X * Y - Y * X

/-- If `[X, Y]` commutes with `X`, then `[f(X), Y] = f'(X) [X, Y]` for every
polynomial `f`. -/
theorem comm_aeval {A : Type*} [Ring A] [Algebra ℂ A] {X Y : A}
    (h : Commute X (comm X Y)) (f : Polynomial ℂ) :
    comm (Polynomial.aeval X f) Y
      = Polynomial.aeval X (Polynomial.derivative f) * comm X Y := by
  -- Leibniz rule for one more factor of `X`
  have step : ∀ q : Polynomial ℂ,
      comm (Polynomial.aeval X q) Y
        = Polynomial.aeval X (Polynomial.derivative q) * comm X Y →
      comm (Polynomial.aeval X (q * Polynomial.X)) Y
        = Polynomial.aeval X (Polynomial.derivative (q * Polynomial.X)) * comm X Y := by
    intro q hq
    simp only [Polynomial.derivative_mul, Polynomial.derivative_X, mul_one, map_mul, map_add,
      Polynomial.aeval_X]
    generalize Polynomial.aeval X q = a at hq ⊢
    generalize Polynomial.aeval X (Polynomial.derivative q) = g at hq ⊢
    calc comm (a * X) Y = a * comm X Y + comm a Y * X := by
          simp only [comm]; noncomm_ring
      _ = a * comm X Y + g * (comm X Y * X) := by rw [hq, mul_assoc]
      _ = (g * X + a) * comm X Y := by rw [← h.eq]; noncomm_ring
  induction f using Polynomial.induction_on with
  | C a =>
    rw [Polynomial.aeval_C, Polynomial.derivative_C, map_zero, zero_mul, comm,
      Algebra.commutes, sub_self]
  | add p q hp hq =>
    rw [map_add, map_add, map_add, add_mul, ← hp, ← hq]
    simp only [comm]
    noncomm_ring
  | monomial k a ih =>
    rw [pow_succ, ← mul_assoc]
    exact step _ ih

/-- If `X` satisfies a nonzero polynomial equation and commutes with `[X, Y]`, then
`[X, Y]` is nilpotent. -/
theorem isNilpotent_comm_of_isAlgebraic {A : Type*} [Ring A] [Algebra ℂ A] {X Y : A}
    (hX : IsAlgebraic ℂ X) (h : Commute X (comm X Y)) : IsNilpotent (comm X Y) := by
  have e := comm_aeval h
  generalize comm X Y = Z at h e ⊢
  have hc : ∀ q : Polynomial ℂ, Commute (Polynomial.aeval X q) Z := by
    intro q
    rw [Polynomial.aeval_eq_sum_range]
    exact Commute.sum_left _ _ _ fun i _ => (h.pow_left i).smul_left _
  have key : ∀ a W : A, W * a = 0 → a * W = 0 → W * comm a Y * W = 0 := by
    intro a W h1 h2
    calc W * comm a Y * W = (W * a) * Y * W - W * Y * (a * W) := by
          simp only [comm]; noncomm_ring
      _ = 0 := by rw [h1, h2]; simp
  -- descent in the degree of a polynomial with `f(X) Z^m = 0`
  have main : ∀ (d : ℕ) (f : Polynomial ℂ) (m : ℕ), f.natDegree = d → f ≠ 0 →
      Polynomial.aeval X f * Z ^ m = 0 → IsNilpotent Z := by
    intro d
    induction d using Nat.strong_induction_on with
    | _ d ih =>
      intro f m hd hf hm
      have hlead : f.coeff d ≠ 0 := by
        rw [← hd]; exact Polynomial.leadingCoeff_ne_zero.mpr hf
      rcases d with _ | d
      · -- a nonzero constant can be cancelled
        rw [Polynomial.eq_C_of_natDegree_eq_zero hd, Polynomial.aeval_C,
          ← Algebra.smul_def] at hm
        exact ⟨m, (smul_eq_zero.mp hm).resolve_left hlead⟩
      · have hf' : Polynomial.derivative f ≠ 0 := by
          intro h0
          have h1 := Polynomial.coeff_derivative f d
          rw [h0, Polynomial.coeff_zero] at h1
          exact mul_ne_zero hlead (Nat.cast_add_one_ne_zero d) h1.symm
        have hlt : (Polynomial.derivative f).natDegree < d + 1 := by
          rw [← hd]; exact Polynomial.natDegree_derivative_lt (by omega)
        refine ih _ hlt _ (m + 1 + m) rfl hf' ?_
        -- sandwich `[f(X), Y] = f'(X) Z` between two factors `Z^m`
        have h0 := key _ (Z ^ m) (by rw [← ((hc f).pow_right m).eq]; exact hm) hm
        rw [e f] at h0
        rw [pow_add, pow_succ]
        calc _ = (Polynomial.aeval X (Polynomial.derivative f) * Z ^ m) * Z * Z ^ m := by
              simp only [mul_assoc]
          _ = Z ^ m * (Polynomial.aeval X (Polynomial.derivative f) * Z) * Z ^ m := by
              rw [((hc _).pow_right m).eq]; simp only [mul_assoc]
          _ = 0 := h0
  obtain ⟨f, hf, hfX⟩ := hX
  exact main _ f 0 rfl hf (by rw [hfX, zero_mul])

/-- Jacobson's lemma for complex `n × n` matrices: if `Z = [X, Y]` commutes with `X`,
then `Z ^ n = 0`. -/
theorem comm_pow_card_eq_zero {n : Type*} [Fintype n] [DecidableEq n]
    {X Y : Matrix n n ℂ} (h : Commute X (comm X Y)) :
    comm X Y ^ Fintype.card n = 0 := by
  -- Cayley-Hamilton makes `X` algebraic
  have hnil := isNilpotent_comm_of_isAlgebraic
    ⟨X.charpoly, X.charpoly_monic.ne_zero, X.aeval_self_charpoly⟩ h
  -- the characteristic polynomial of a nilpotent matrix is `t ^ n`
  have hch := sub_eq_zero.mp
    (Matrix.isNilpotent_charpoly_sub_pow_of_isNilpotent hnil).eq_zero
  have hCH := (comm X Y).aeval_self_charpoly
  rwa [hch, map_pow, Polynomial.aeval_X] at hCH

/-- If the commutator of two complex matrices of positive size is a multiple `c` of the
identity, then `c = 0`. -/
theorem scalar_comm_eq_zero {n : Type*} [Fintype n] [DecidableEq n] [Nonempty n]
    {X Y : Matrix n n ℂ} {c : ℂ} (h : comm X Y = c • (1 : Matrix n n ℂ)) : c = 0 := by
  have hcomm : Commute X (comm X Y) := by
    rw [h]; exact (Commute.one_right X).smul_right c
  have h0 := comm_pow_card_eq_zero hcomm
  rw [h, smul_pow, one_pow] at h0
  exact (pow_eq_zero_iff Fintype.card_ne_zero).mp
    ((smul_eq_zero.mp h0).resolve_right one_ne_zero)

/-- If `[p, q] = z` and `[p, z] = 0` in a complex Lie algebra, as in the Heisenberg
algebra, then `z` acts nilpotently in every finite-dimensional representation. -/
theorem central_acts_nilpotently {L V : Type*} [LieRing L] [LieAlgebra ℂ L]
    [AddCommGroup V] [Module ℂ V] [LieRingModule L V] [LieModule ℂ L V]
    [FiniteDimensional ℂ V] {p q z : L} (hpq : ⁅p, q⁆ = z) (hpz : ⁅p, z⁆ = 0) :
    IsNilpotent (LieModule.toEnd ℂ L V z) := by
  -- the representation turns brackets into commutators
  have hrep : ∀ a b : L, comm (LieModule.toEnd ℂ L V a) (LieModule.toEnd ℂ L V b)
      = LieModule.toEnd ℂ L V ⁅a, b⁆ := by
    intro a b
    ext v
    simp only [comm, LinearMap.sub_apply, Module.End.mul_apply,
      LieModule.toEnd_apply_apply, lie_lie]
  have h1 := hrep p z
  rw [hpz, map_zero] at h1
  have h2 := hrep p q
  rw [hpq] at h2
  rw [← h2]
  refine isNilpotent_comm_of_isAlgebraic
    ⟨_, (LinearMap.charpoly_monic _).ne_zero, LinearMap.aeval_self_charpoly _⟩ ?_
  rw [h2]
  exact sub_eq_zero.mp h1

/-- If `[p, q] = z` and `[p, z] = 0`, and `z` acts on a nonzero vector of a
finite-dimensional representation as multiplication by `c`, then `c = 0`. -/
theorem central_eigenvalue_eq_zero {L V : Type*} [LieRing L] [LieAlgebra ℂ L]
    [AddCommGroup V] [Module ℂ V] [LieRingModule L V] [LieModule ℂ L V]
    [FiniteDimensional ℂ V] {p q z : L} (hpq : ⁅p, q⁆ = z) (hpz : ⁅p, z⁆ = 0)
    {v : V} (hv : v ≠ 0) {c : ℂ} (hc : ⁅z, v⁆ = c • v) : c = 0 := by
  obtain ⟨k, hk⟩ := central_acts_nilpotently (V := V) hpq hpz
  have hpow : ∀ j : ℕ, (LieModule.toEnd ℂ L V z ^ j) v = c ^ j • v := by
    intro j
    induction j with
    | zero => simp
    | succ j ih =>
      rw [pow_succ, Module.End.mul_apply, LieModule.toEnd_apply_apply, hc, map_smul, ih,
        smul_smul, pow_succ']
  have h0 := hpow k
  rw [hk, LinearMap.zero_apply] at h0
  by_contra hne
  exact pow_ne_zero k hne ((smul_eq_zero.mp h0.symm).resolve_right hv)

/-- The matrix units `P = E₀₁`, `Q = E₁₂`, `Z = E₀₂` of size three (indices counted from 0) satisfy `[P, Q] = Z`,
with `Z` nonzero and commuting with `P` and `Q`. -/
theorem heisenberg_witness (P Q Z : Matrix (Fin 3) (Fin 3) ℂ)
    (hP : P = !![0, 1, 0; 0, 0, 0; 0, 0, 0]) (hQ : Q = !![0, 0, 0; 0, 0, 1; 0, 0, 0])
    (hZ : Z = !![0, 0, 1; 0, 0, 0; 0, 0, 0]) :
    comm P Q = Z ∧ Commute P Z ∧ Commute Q Z ∧ Z ≠ 0 := by
  subst hP hQ hZ
  refine ⟨?_, ?_, ?_, ?_⟩
  · ext i j
    fin_cases i <;> fin_cases j <;> simp [comm]
  · show _ * _ = _ * _
    ext i j
    fin_cases i <;> fin_cases j <;> simp [Matrix.mul_apply, Fin.sum_univ_succ]
  · show _ * _ = _ * _
    ext i j
    fin_cases i <;> fin_cases j <;> simp [Matrix.mul_apply, Fin.sum_univ_succ]
  · intro h
    have h1 := congrFun (congrFun h 0) 2
    simp at h1

/-- The commutator of the spin-1/2 raising and lowering matrices is not nilpotent. -/
theorem ladder_comm_not_nilpotent :
    ¬ IsNilpotent (comm (!![0, 1; 0, 0] : Matrix (Fin 2) (Fin 2) ℂ) !![0, 0; 1, 0]) := by
  have h2 : comm (!![0, 1; 0, 0] : Matrix (Fin 2) (Fin 2) ℂ) !![0, 0; 1, 0]
      * comm (!![0, 1; 0, 0] : Matrix (Fin 2) (Fin 2) ℂ) !![0, 0; 1, 0] = 1 := by
    ext i j
    fin_cases i <;> fin_cases j <;> simp [comm, Matrix.mul_apply, Fin.sum_univ_succ]
  rintro ⟨k, hk⟩
  have h3 := (Commute.refl
    (comm (!![0, 1; 0, 0] : Matrix (Fin 2) (Fin 2) ℂ) !![0, 0; 1, 0])).mul_pow k
  rw [h2, one_pow, hk, mul_zero] at h3
  exact one_ne_zero h3

/-- On the space of complex polynomials, the commutator of `d/dx` with multiplication
by `x` is the identity. -/
theorem polynomial_ccr_witness :
    comm (A := Module.End ℂ (Polynomial ℂ)) Polynomial.derivative
      (LinearMap.mulLeft ℂ Polynomial.X) = 1 := by
  refine LinearMap.ext fun f => ?_
  simp only [comm, LinearMap.sub_apply, Module.End.mul_apply, LinearMap.mulLeft_apply,
    Polynomial.derivative_mul, Polynomial.derivative_X, one_mul, Module.End.one_apply]
  ring

end HeisenbergNilpotent
```
```lean
#print axioms HeisenbergNilpotent.scalar_comm_eq_zero
-- 'HeisenbergNilpotent.scalar_comm_eq_zero' depends on axioms: [propext, Classical.choice, Quot.sound]
#print axioms HeisenbergNilpotent.central_acts_nilpotently
-- 'HeisenbergNilpotent.central_acts_nilpotently' depends on axioms: [propext, Classical.choice, Quot.sound]
#print axioms HeisenbergNilpotent.central_eigenvalue_eq_zero
-- 'HeisenbergNilpotent.central_eigenvalue_eq_zero' depends on axioms: [propext, Classical.choice, Quot.sound]
#print axioms HeisenbergNilpotent.ladder_comm_not_nilpotent
-- 'HeisenbergNilpotent.ladder_comm_not_nilpotent' depends on axioms: [propext, Classical.choice, Quot.sound]
```

### The statements in words

`comm_aeval` is step 1, in any complex algebra. `isNilpotent_comm_of_isAlgebraic` is the general result: if $X$ is algebraic and commutes with $[X,Y]$, then $[X,Y]$ is nilpotent. Nothing is assumed about $Y$, and no exponent is stated. `comm_pow_card_eq_zero` is Jacobson's lemma for complex matrices with the exponent $n$. It allows the empty index type, where $Z^0 = 1 = 0$ in the ring of $0 \times 0$ matrices. `scalar_comm_eq_zero` needs `Nonempty n`, because for empty matrices $c \cdot 1 = 0$ holds for every $c$.

`central_acts_nilpotently` says that $\rho(z)$ is nilpotent on any finite-dimensional $V$, including $V = 0$; it gives some exponent and does not tie it to $\dim V$. `central_eigenvalue_eq_zero` says that zero is the only possible eigenvalue of $\rho(z)$. If $z$ acts as the scalar $c$ on a nonzero $V$, any $v \neq 0$ satisfies the hypothesis `hc`, so $c = 0$.

Three concrete cases mark the reach of the result. Let $E_{ij}$ be the matrix with 1 in row $i$, column $j$ and zeros elsewhere, with rows and columns counted from 0 as in `Fin 3`. `heisenberg_witness` shows that $P = E_{01}$, $Q = E_{12}$, $Z = E_{02}$ obey $[P,Q] = Z$, that $Z$ commutes with $P$ and $Q$, and that $Z \neq 0$, so for matrices the conclusion "nilpotent" does not improve to "zero". `ladder_comm_not_nilpotent` takes the spin-1/2 raising and lowering matrices $S_+ = E_{01}$, $S_- = E_{10}$ of size two (with $\hbar = 1$), whose commutator is $\mathrm{diag}(1,-1) = 2S_z$, and states that it is not nilpotent; the commutation hypothesis fails there, as $[S_+, 2S_z] = -2S_+$. `polynomial_ccr_witness` states $[d/dx, x] = 1$ on the infinite-dimensional space of complex polynomials in $x$, where the canonical relation holds with a nonzero scalar.

In electronic structure with a finite set of spin orbitals the Fock space is finite-dimensional, so no two operators on that whole space, electron-pair operators included, satisfy the bosonic relation $[X, Y] = 1$ exactly; likewise, position and momentum matrices in a finite nonempty basis cannot have the commutator $\pm i\hbar \cdot 1$. The theorems give no estimate of how closely such a relation can be approximated, they do not concern anticommutators, and the nilpotency results say nothing when $X$ satisfies no nonzero polynomial equation.

### How the proof follows the steps

In `comm_aeval` the local fact `step` is the computation for one more factor of $X$ (its polynomial `q` is the $g$ of step 1). The first line of its `calc` block is $[aX,Y] = aZ + [a,Y]X$, the second inserts the hypothesis on `q`, and the third moves $X$ past $Z$ with `h.eq`. The induction on `f` has the cases constant, sum, and monomial times one more power of $t$.

In `isNilpotent_comm_of_isAlgebraic`, `hc` says that every $f(X)$ commutes with $Z$, by expanding $f(X)$ into powers of $X$, and `key` is the identity $W[a,Y]W = 0$ of step 2. The descent is `main`, a strong induction on the degree. At degree zero the constant is cancelled by `smul_eq_zero`. Otherwise `hf'` shows $f' \neq 0$ from the coefficient $(d+1)f_{d+1}$, `hlt` shows that the degree falls, and the induction hypothesis is called with the exponent `m + 1 + m`. The last line starts the descent at $m = 0$.

`comm_pow_card_eq_zero` supplies `X.charpoly` as the annihilating polynomial. It reaches $t^n$ without eigenvalues: `Matrix.isNilpotent_charpoly_sub_pow_of_isNilpotent` says that the characteristic polynomial of $Z$ minus $t^n$ is a nilpotent polynomial, and the only nilpotent complex polynomial is zero. `scalar_comm_eq_zero` then reads $c^n \cdot 1 = 0$.

In `central_acts_nilpotently`, `hrep` is $\rho([a,b]) = [\rho(a),\rho(b)]$, checked on a vector with `lie_lie`; `h1` and `h2` are the two operator relations of step 5. In `central_eigenvalue_eq_zero`, `hpow` is $\rho(z)^j v = c^j v$ for every $j \ge 0$. The $3 \times 3$ relations are checked entry by entry. For the ladder matrices, `h2` is $ZZ = 1$ with $Z = 2S_z$, and $Z^k = 0$ would turn $(ZZ)^k = Z^k Z^k$ into $1 = 0$. The polynomial case is the product rule $(xf)' - xf' = f$.

### Remarks

The shape of `main` is worth reusing. An induction on the degree in which other data change along the way is stated as a separate fact: the degree `d` comes first, the polynomial `f` and the exponent `m` are quantified after it, and the equation `f.natDegree = d` links them. The hypothesis `ih` from `Nat.strong_induction_on` then holds for every polynomial of lower degree and every exponent, which is what the passage from $(f, m)$ to $(f', 2m+1)$ requires, and the degree equation is closed by `rfl` at the point of use.

The following extension is argued on paper only and is not among the theorems of the file. Let $D$ be a derivation of $A$, a complex-linear map with $D(ab) = D(a)\,b + a\,D(b)$, let $X$ be algebraic, and let $Z = D(X)$ commute with $X$. Step 1 becomes $D(f(X)) = f'(X) Z$. For step 2, apply $D$ to $aW = 0$ and multiply from the left by $W$: this gives $W D(a) W + (Wa) D(W) = 0$, so $W D(a) W = 0$. Step 3 is unchanged, and $D(X)$ is nilpotent. The commutator case is $D(a) = [a,Y]$.
